# For Hermitian α and W(x) and real energy, the one-dimensional Dirac current is real and the same at every point

If the current of a stationary Dirac state could change inside a barrier, I could not read $|r|^2$ and $|t|^2$ as reflection and transmission probabilities, because part of the incoming flux might be lost on the way. For the Schrödinger equation I know why this doesn't happen: the potential is a real number and cancels. In my Dirac problem the potential $W(x)$ is a matrix. It contains a position-dependent mass term that does not commute with the velocity matrix $\alpha$, so I expect a commutator $[\alpha, W]$ to survive when I differentiate $\langle\psi,\alpha\psi\rangle$. Is the current still constant?

## Why no commutator appears

Yes, it is constant. The matrix $\alpha$ acts on $\psi'$, the Dirac equation replaces $\alpha\psi'$ as a whole, and a product of $\alpha$ with $W$ never arises. What matters is that $W(x)$ is Hermitian.

Take units with $\hbar=c=1$ and write $\langle u,v\rangle=\sum_i u_i^*v_i$. Let $\varphi$ and $\psi$ be solutions in the same potential, with energies $E$ and $F$ that may be complex for now:

$$-i\alpha\varphi'+W\varphi=E\varphi,\qquad -i\alpha\psi'+W\psi=F\psi .$$

Multiplying by $i$ and rearranging gives $\alpha\varphi'=i(E-W)\varphi$ and $\alpha\psi'=i(F-W)\psi$. The product rule and the Hermiticity of $\alpha$ give

$$\frac{d}{dx}\langle\varphi,\alpha\psi\rangle=\langle\varphi',\alpha\psi\rangle+\langle\varphi,\alpha\psi'\rangle=\langle\alpha\varphi',\psi\rangle+\langle\varphi,\alpha\psi'\rangle .$$

Now insert the equation in both terms. The first slot is conjugated, so

$$\langle\alpha\varphi',\psi\rangle=-iE^*\langle\varphi,\psi\rangle+i\langle W\varphi,\psi\rangle,\qquad
\langle\varphi,\alpha\psi'\rangle=iF\langle\varphi,\psi\rangle-i\langle\varphi,W\psi\rangle .$$

Since $\langle W\varphi,\psi\rangle=\langle\varphi,W\psi\rangle$, the potential terms cancel, and

$$\frac{d}{dx}\langle\varphi,\alpha\psi\rangle=i(F-E^*)\langle\varphi,\psi\rangle .$$

For $F=E$ real the right side is zero everywhere, so the current is constant. With $\varphi=\psi$ it is also real, because $\langle\psi,\alpha\psi\rangle^*=\langle\alpha\psi,\psi\rangle=\langle\psi,\alpha\psi\rangle$.

The same balance law works backwards. For one solution of complex energy $E$ it reads $\frac{d}{dx}\langle\psi,\alpha\psi\rangle=-2\,\mathrm{Im}(E)\,\langle\psi,\psi\rangle$. If the current is constant and $\psi$ is nonzero at some point, then $\mathrm{Im}\,E=0$.

For your probabilities, take $\alpha=\sigma_z$. The current is then $|\psi_0|^2-|\psi_1|^2$, the right-moving minus the left-moving density. Let the spinor be $(e^{iEa},\,r e^{-iEa})$ at a point $a$ on the incoming side and $(t e^{iEb},\,0)$ at a point $b$ on the outgoing side. These are the free massless waves, which have the same speed on both sides, so no velocity factors enter. Equating the currents gives $1-|r|^2=|t|^2$.

A massive free particle gives an explicit example. With $\alpha=\sigma_x$, $W=m\sigma_z$ and $E^2=k^2+m^2$, take $\psi=e^{ikx}(E+m,\,k)$. The upper component of $-i\alpha\psi'+W\psi$ is $e^{ikx}$ times $k^2+m(E+m)=E(E+m)$, and the lower one is $e^{ikx}$ times $k(E+m)-mk=Ek$, as required. The current is $2k(E+m)$. This spinor is not normalised: its density is $2E(E+m)$, so for $E\neq-m$ the current per unit density is $k/E$, the velocity of the particle.

## What the Lean theorems say

A spinor field is a function `ψ : ℝ → n → ℂ`, where `n` is any finite index type, and `α` is a constant complex matrix. Nothing requires $\alpha^2=1$. The letter `W` stands for everything in the Hamiltonian without a derivative, so it includes the mass term that textbooks usually write separately as $\beta m$.

`IsDiracSolution α W E ψ` says that `ψ` is differentiable on the whole line and satisfies the equation at every point. Its energy argument is complex. `current α φ ψ x` is $\langle\varphi(x),\alpha\psi(x)\rangle$ for two fields, and the usual Dirac current is the case `φ = ψ`. The product `⬝ᵥ` does not conjugate, so the conjugation is written out as `star`.

The main theorem, `dirac_current_conserved`, assumes that `α` and every `W x` are Hermitian and that `E` is real. Physically, these conditions describe a stationary state in a static potential that neither absorbs nor emits particles. The conclusion `∃ j : ℝ, ∀ x, current α ψ ψ x = j` contains both statements: a single `j` serves all positions, and it is a real number.

No continuity of `W` is assumed, but differentiability of `ψ` everywhere restricts the potentials that occur. At a sharp step with invertible $\alpha$, the spinor generally has a kink, and the theorem does not apply as it stands. The step from here to a sharp-edged barrier is to match the constant currents on the two sides through the continuity of $\psi$, which is a physicist's argument and has not been formalised here.

`reflection_add_transmission` takes the forms of the spinor at `a` and `b` as hypotheses. It does not show that a given potential has such a scattering solution.

```lean
import Mathlib

open Matrix Complex ComplexConjugate
open scoped ComplexOrder

namespace DiracCurrent

noncomputable section

variable {n : Type*} [Fintype n]

/-- The spinor field `ψ` is differentiable and solves the one-dimensional Dirac equation
`-i α ψ' + W ψ = E ψ` at every point. -/
def IsDiracSolution (α : Matrix n n ℂ) (W : ℝ → Matrix n n ℂ) (E : ℂ)
    (ψ : ℝ → n → ℂ) : Prop :=
  Differentiable ℝ ψ ∧ ∀ x, (-I) • (α *ᵥ deriv ψ x) + W x *ᵥ ψ x = E • ψ x

/-- The current `⟨φ(x), α ψ(x)⟩` of two spinor fields; for `φ = ψ` it is the Dirac current. -/
def current (α : Matrix n n ℂ) (φ ψ : ℝ → n → ℂ) (x : ℝ) : ℂ :=
  star (φ x) ⬝ᵥ (α *ᵥ ψ x)

/-- A Hermitian matrix can be moved from one side of the inner product to the other. -/
theorem hermitian_move {A : Matrix n n ℂ} (hA : A.IsHermitian) (u v : n → ℂ) :
    star (A *ᵥ u) ⬝ᵥ v = star u ⬝ᵥ (A *ᵥ v) := by
  rw [Matrix.star_mulVec, hA.eq, ← Matrix.dotProduct_mulVec]

/-- Product rule for the current of two differentiable spinor fields. -/
theorem hasDerivAt_current (α : Matrix n n ℂ) {φ ψ : ℝ → n → ℂ} {φ' ψ' : n → ℂ} {x : ℝ}
    (hφ : HasDerivAt φ φ' x) (hψ : HasDerivAt ψ ψ' x) :
    HasDerivAt (current α φ ψ)
      (star φ' ⬝ᵥ (α *ᵥ ψ x) + star (φ x) ⬝ᵥ (α *ᵥ ψ')) x := by
  have h1 : ∀ i, HasDerivAt (fun y => star (φ y i)) (star (φ' i)) x :=
    fun i => (hasDerivAt_pi.1 hφ i).star
  have h2 : ∀ i, HasDerivAt (fun y => (α *ᵥ ψ y) i) ((α *ᵥ ψ') i) x := by
    intro i
    simp only [Matrix.mulVec, dotProduct]
    exact HasDerivAt.fun_sum fun j _ => (hasDerivAt_pi.1 hψ j).const_mul (α i j)
  have h3 := HasDerivAt.fun_sum (u := Finset.univ) fun i _ => (h1 i).fun_mul (h2 i)
  exact h3.congr_deriv (by simp only [dotProduct, Pi.star_apply, Finset.sum_add_distrib])

/-- The Dirac equation solved for the derivative term: `α ψ' = i (E - W) ψ`. -/
theorem alpha_deriv {α : Matrix n n ℂ} {W : ℝ → Matrix n n ℂ} {E : ℂ} {ψ : ℝ → n → ℂ}
    (h : IsDiracSolution α W E ψ) (x : ℝ) :
    α *ᵥ deriv ψ x = I • (E • ψ x - W x *ᵥ ψ x) := by
  rw [← h.2 x, add_sub_cancel_right, smul_smul, mul_neg, Complex.I_mul_I, neg_neg, one_smul]

/-- Balance law: for Hermitian `α` and `W(x)`, solutions `φ`, `ψ` with complex energies `E`, `F`
satisfy `d/dx ⟨φ, α ψ⟩ = i (F - E*) ⟨φ, ψ⟩`. -/
theorem current_balance {α : Matrix n n ℂ} {W : ℝ → Matrix n n ℂ} {E F : ℂ}
    {φ ψ : ℝ → n → ℂ} (hα : α.IsHermitian) (hW : ∀ x, (W x).IsHermitian)
    (hφ : IsDiracSolution α W E φ) (hψ : IsDiracSolution α W F ψ) (x : ℝ) :
    HasDerivAt (current α φ ψ) (I * (F - conj E) * (star (φ x) ⬝ᵥ ψ x)) x := by
  refine (hasDerivAt_current α (hφ.1 x).hasDerivAt (hψ.1 x).hasDerivAt).congr_deriv ?_
  -- move `α` onto `φ'`, then insert the Dirac equation on both sides
  rw [← hermitian_move hα (deriv φ x) (ψ x), alpha_deriv hφ x, alpha_deriv hψ x]
  -- the potential terms cancel because `W x` is Hermitian
  simp only [star_smul, star_sub, smul_dotProduct, sub_dotProduct, dotProduct_smul,
    dotProduct_sub, hermitian_move (hW x), smul_eq_mul, Complex.star_def, Complex.conj_I]
  ring

/-- For Hermitian `α` and `W(x)`, the current of two solutions with the same real energy
is independent of position. -/
theorem current_constant {α : Matrix n n ℂ} {W : ℝ → Matrix n n ℂ} {E : ℝ}
    {φ ψ : ℝ → n → ℂ} (hα : α.IsHermitian) (hW : ∀ x, (W x).IsHermitian)
    (hφ : IsDiracSolution α W E φ) (hψ : IsDiracSolution α W E ψ) (x y : ℝ) :
    current α φ ψ x = current α φ ψ y := by
  have h := current_balance hα hW hφ hψ
  refine is_const_of_deriv_eq_zero (fun z => (h z).differentiableAt) (fun z => ?_) x y
  rw [(h z).deriv, Complex.conj_ofReal, sub_self, mul_zero, zero_mul]

/-- Conservation of the Dirac current: for Hermitian `α` and `W(x)` and real energy,
`⟨ψ(x), α ψ(x)⟩` is one and the same real number at all positions. -/
theorem dirac_current_conserved {α : Matrix n n ℂ} {W : ℝ → Matrix n n ℂ} {E : ℝ}
    {ψ : ℝ → n → ℂ} (hα : α.IsHermitian) (hW : ∀ x, (W x).IsHermitian)
    (hψ : IsDiracSolution α W E ψ) :
    ∃ j : ℝ, ∀ x, current α ψ ψ x = j := by
  refine ⟨(current α ψ ψ 0).re, fun x => ?_⟩
  rw [current_constant hα hW hψ hψ x 0]
  -- the current equals its own complex conjugate
  have h : conj (current α ψ ψ 0) = current α ψ ψ 0 :=
    (Matrix.star_dotProduct (α *ᵥ ψ 0) (ψ 0)).symm.trans (hermitian_move hα (ψ 0) (ψ 0))
  exact (Complex.conj_eq_iff_re.1 h).symm

/-- Converse: for Hermitian `α` and `W(x)`, if a solution that is nonzero at some point has a
position-independent current, then its energy is real. -/
theorem energy_real_of_current_constant {α : Matrix n n ℂ} {W : ℝ → Matrix n n ℂ} {E : ℂ}
    {ψ : ℝ → n → ℂ} (hα : α.IsHermitian) (hW : ∀ x, (W x).IsHermitian)
    (hψ : IsDiracSolution α W E ψ) {x₀ : ℝ} (h0 : ψ x₀ ≠ 0)
    (hc : ∀ x y, current α ψ ψ x = current α ψ ψ y) : E.im = 0 := by
  have hf : current α ψ ψ = fun _ => current α ψ ψ x₀ := funext fun x => hc x x₀
  have h := current_balance hα hW hψ hψ x₀
  rw [hf] at h
  have hz := h.unique (hasDerivAt_const x₀ _)
  have hn : star (ψ x₀) ⬝ᵥ ψ x₀ ≠ 0 := fun h' => h0 (dotProduct_star_self_eq_zero.1 h')
  have hE := (mul_eq_zero.1 ((mul_eq_zero.1 hz).resolve_right hn)).resolve_left Complex.I_ne_zero
  exact Complex.conj_eq_iff_im.1 (sub_eq_zero.1 hE).symm

/-- The Pauli matrix `σ_x`. -/
def sigmaX : Matrix (Fin 2) (Fin 2) ℂ := !![0, 1; 1, 0]

/-- The Pauli matrix `σ_z`. -/
def sigmaZ : Matrix (Fin 2) (Fin 2) ℂ := !![1, 0; 0, -1]

/-- Flux balance in scattering for `α = σ_z`, Hermitian `W(x)` and real energy: if the spinor is a
unit incoming wave plus a reflected wave of amplitude `r` at `a`, and only a transmitted wave of
amplitude `t` at `b`, then `|r|² + |t|² = 1`. -/
theorem reflection_add_transmission {W : ℝ → Matrix (Fin 2) (Fin 2) ℂ} {E a b : ℝ} {r t : ℂ}
    {ψ : ℝ → Fin 2 → ℂ} (hW : ∀ x, (W x).IsHermitian) (hψ : IsDiracSolution sigmaZ W E ψ)
    (ha : ψ a = ![Complex.exp (((E * a : ℝ) : ℂ) * I), r * Complex.exp (((-(E * a) : ℝ) : ℂ) * I)])
    (hb : ψ b = ![t * Complex.exp (((E * b : ℝ) : ℂ) * I), 0]) :
    ‖r‖ ^ 2 + ‖t‖ ^ 2 = 1 := by
  have hσ : sigmaZ.IsHermitian :=
    Matrix.IsHermitian.ext fun i j => by fin_cases i <;> fin_cases j <;> simp [sigmaZ]
  -- the current is the right-moving minus the left-moving density
  have key : ∀ x, current sigmaZ ψ ψ x = ((‖ψ x 0‖ ^ 2 - ‖ψ x 1‖ ^ 2 : ℝ) : ℂ) := by
    intro x
    push_cast
    rw [← Complex.conj_mul', ← Complex.conj_mul']
    simp [current, sigmaZ, Matrix.mulVec, dotProduct, Fin.sum_univ_two]
    ring
  have h := current_constant hσ hW hψ hψ a b
  rw [key, key] at h
  have h' := Complex.ofReal_inj.1 h
  rw [ha, hb] at h'
  simp only [Matrix.cons_val_zero, Matrix.cons_val_one, Matrix.cons_val_fin_one, norm_mul,
    Complex.norm_exp_ofReal_mul_I, norm_zero] at h'
  linarith

/-- The plane-wave spinor `exp(i k x) (E + m, k)`. -/
def planeWave (k m E : ℝ) (x : ℝ) : Fin 2 → ℂ :=
  Complex.exp (((k * x : ℝ) : ℂ) * I) • ![(E : ℂ) + m, (k : ℂ)]

/-- For `E² = k² + m²` the plane wave solves the Dirac equation with the Hermitian matrices
`α = σ_x` and `W = m σ_z`, and its current is `2 k (E + m)`. -/
theorem planeWave_witness (k m E : ℝ) (hE : E ^ 2 = k ^ 2 + m ^ 2) :
    sigmaX.IsHermitian ∧ ((m : ℂ) • sigmaZ).IsHermitian ∧
    IsDiracSolution sigmaX (fun _ => (m : ℂ) • sigmaZ) E (planeWave k m E) ∧
    ∀ x, current sigmaX (planeWave k m E) (planeWave k m E) x = 2 * k * (E + m) := by
  have hE' : (E : ℂ) ^ 2 = (k : ℂ) ^ 2 + (m : ℂ) ^ 2 := by exact_mod_cast hE
  have hd : ∀ x, HasDerivAt (planeWave k m E)
      ((Complex.exp (((k * x : ℝ) : ℂ) * I) * (k * I)) • ![(E : ℂ) + m, (k : ℂ)]) x := by
    intro x
    have h1 : HasDerivAt (fun y : ℝ => ((k * y : ℝ) : ℂ) * I) (k * I) x := by
      simpa using (((hasDerivAt_id x).const_mul k).ofReal_comp).mul_const I
    exact h1.cexp.smul_const _
  refine ⟨Matrix.IsHermitian.ext fun i j => by fin_cases i <;> fin_cases j <;> simp [sigmaX],
    Matrix.IsHermitian.ext fun i j => by fin_cases i <;> fin_cases j <;> simp [sigmaZ],
    ⟨fun x => (hd x).differentiableAt, fun x => ?_⟩, fun x => ?_⟩
  · rw [(hd x).deriv]
    simp only [planeWave]
    generalize Complex.exp (((k * x : ℝ) : ℂ) * I) = e
    funext i
    revert i
    rw [Fin.forall_fin_two]
    constructor
    · simp [sigmaX, sigmaZ]
      linear_combination (-e * (k : ℂ) ^ 2) * Complex.I_sq - e * hE'
    · simp [sigmaX, sigmaZ]
      linear_combination (-e * (k : ℂ) * (E + m)) * Complex.I_sq
  · -- the phase has modulus one and drops out
    have he : conj (Complex.exp (((k * x : ℝ) : ℂ) * I)) *
        Complex.exp (((k * x : ℝ) : ℂ) * I) = 1 := by
      rw [Complex.conj_mul', Complex.norm_exp_ofReal_mul_I]
      simp
    simp only [current, planeWave]
    generalize Complex.exp (((k * x : ℝ) : ℂ) * I) = e at he ⊢
    simp [sigmaX, Matrix.mulVec, dotProduct, Fin.sum_univ_two]
    linear_combination (2 * (k : ℂ) * (E + m)) * he

end

end DiracCurrent
```

```lean
#print axioms DiracCurrent.dirac_current_conserved
#print axioms DiracCurrent.energy_real_of_current_constant
#print axioms DiracCurrent.reflection_add_transmission
```

```
'DiracCurrent.dirac_current_conserved' depends on axioms: [propext, Classical.choice, Quot.sound]
'DiracCurrent.energy_real_of_current_constant' depends on axioms: [propext, Classical.choice, Quot.sound]
'DiracCurrent.reflection_add_transmission' depends on axioms: [propext, Classical.choice, Quot.sound]
```

## From the product rule to the scattering identity

`hermitian_move` is the identity $\langle Au,v\rangle=\langle u,Av\rangle$ for Hermitian $A$. It is used for `α` as well as for `W x`.

`hasDerivAt_current` is the product rule. It differentiates each component with `hasDerivAt_pi`, multiplies, and adds up the finitely many terms with `HasDerivAt.fun_sum`. `alpha_deriv` solves the Dirac equation for $\alpha\psi'$, using $i\cdot i=-1$.

`current_balance` combines the three. Its `rw` line moves `α` onto the derivative of `φ` and inserts the equation for both fields. The `simp only` call then expands the inner products, conjugates the scalars in the first slot, and moves `W x` to the right-hand side. After that the two potential terms are identical up to sign, and `ring` cancels them.

In `current_constant` the factor $F-E^*$ becomes $E-E=0$ because a real number equals its conjugate. `is_const_of_deriv_eq_zero` turns the vanishing derivative into equality at any two points. `dirac_current_conserved` chooses `j` as the real part of the current at $x=0$, and `hermitian_move` shows that the current there equals its own conjugate.

For the converse, `energy_real_of_current_constant` compares two derivatives of the same function at `x₀`: zero, since the current is constant, and the value from the balance law. Derivatives are unique, so the product $i(E-E^*)\langle\psi,\psi\rangle$ vanishes. The factors $i$ and $\langle\psi,\psi\rangle$ are nonzero, which leaves $E=E^*$.

In the scattering theorem, `key` writes the `sigmaZ` current as the difference of the two densities. The phases have modulus one, and `linarith` rearranges $1-|r|^2=|t|^2$. `planeWave_witness` differentiates the exponential and checks the two components separately. The `linear_combination` steps supply $i^2=-1$ and, in the upper component, $E^2=k^2+m^2$.

In a numerical integration of the one-particle, one-dimensional Dirac equation at real energy, you can evaluate $\langle\psi,\alpha\psi\rangle$ along the grid: for a Hermitian $W$, any drift comes from the numerics and not from the non-commuting mass term.
